# Unitary mixing of finitely many orbitals preserves the sum of a two-particle operator's diagonal matrix elements over all orbital products

Take a finite family of orbitals φ_i in a complex inner product space V, and any linear operator G on the two-particle space V ⊗ V. The theorem `sum_pair_mix` states that the sum of ⟨φ_i ⊗ φ_j, G(φ_i ⊗ φ_j)⟩ over all ordered pairs (i, j), with i = j included, stays the same when the orbitals are mixed by a unitary matrix. The orbitals need be neither orthogonal nor normalised, so the terms are plain diagonal matrix elements, which are expectation values only where the product φ_i ⊗ φ_j has norm one. The attempt mixes the orbitals of one particle at a time: with the other particle's state held fixed, the matrix element is a sesquilinear form on V, and the one-particle lemma `sum_form_mix` applies to it.

As first written in Lean, the proof fails:

```lean
import Mathlib

open scoped TensorProduct ComplexConjugate

namespace SumPairMix

noncomputable section

variable {V : Type*} [NormedAddCommGroup V] [InnerProductSpace ℂ V]
variable {ι : Type*} [Fintype ι]

/-- The mixed orbitals `φ'_i = ∑_j U_ji φ_j`. -/
def mix (U : Matrix ι ι ℂ) (φ : ι → V) (i : ι) : V := ∑ j, U j i • φ j

variable [DecidableEq ι]

/-- The sum of the diagonal values of a sesquilinear form over the orbitals is unchanged
when the orbitals are mixed by a unitary matrix. -/
theorem sum_form_mix (B : V →ₗ⋆[ℂ] V →ₗ[ℂ] ℂ) {U : Matrix ι ι ℂ}
    (hU : U ∈ Matrix.unitaryGroup ι ℂ) (φ : ι → V) :
    ∑ i, B (mix U φ i) (mix U φ i) = ∑ i, B (φ i) (φ i) := by
  -- the rows of a unitary matrix are orthonormal
  have hrow : ∀ j k, ∑ i, U k i * conj (U j i) = if k = j then 1 else 0 := by
    intro j k
    have h := congrFun (congrFun (Matrix.mem_unitaryGroup_iff.mp hU) k) j
    simpa [Matrix.mul_apply, Matrix.star_apply, Matrix.one_apply] using h
  have e1 : ∀ i y, B (mix U φ i) y = ∑ j, conj (U j i) * B (φ j) y := by
    intro i y
    simp [mix, map_sum, LinearMap.sum_apply]
  have e2 : ∀ i x, B x (mix U φ i) = ∑ k, U k i * B x (φ k) := by
    intro i x
    simp [mix, map_sum]
  calc ∑ i, B (mix U φ i) (mix U φ i)
      = ∑ i, ∑ j, ∑ k, (U k i * conj (U j i)) * B (φ j) (φ k) := by
        refine Finset.sum_congr rfl fun i _ => ?_
        rw [e1]
        refine Finset.sum_congr rfl fun j _ => ?_
        rw [e2, Finset.mul_sum]
        refine Finset.sum_congr rfl fun k _ => ?_
        ring
    _ = ∑ j, ∑ k, (∑ i, U k i * conj (U j i)) * B (φ j) (φ k) := by
        rw [Finset.sum_comm]
        refine Finset.sum_congr rfl fun j _ => ?_
        rw [Finset.sum_comm]
        simp only [Finset.sum_mul]
    _ = ∑ i, B (φ i) (φ i) := by
        simp only [hrow, ite_mul, one_mul, zero_mul, Finset.sum_ite_eq',
          Finset.mem_univ, if_true]

/-- For any operator `G` on the two-particle space, the sum of the diagonal values `⟨x, G x⟩` over
all products `x = φ_i ⊗ φ_j` is unchanged by a unitary mixing of the orbitals. -/
theorem sum_pair_mix (G : V ⊗[ℂ] V →ₗ[ℂ] V ⊗[ℂ] V) {U : Matrix ι ι ℂ}
    (hU : U ∈ Matrix.unitaryGroup ι ℂ) (φ : ι → V) :
    ∑ i, ∑ j, inner ℂ (mix U φ i ⊗ₜ[ℂ] mix U φ j) (G (mix U φ i ⊗ₜ[ℂ] mix U φ j)) =
      ∑ i, ∑ j, inner ℂ (φ i ⊗ₜ[ℂ] φ j) (G (φ i ⊗ₜ[ℂ] φ j)) := by
  -- mix the orbitals of the second particle, the first one being in a fixed state `x`
  have right : ∀ x : V,
      ∑ j, inner ℂ (x ⊗ₜ[ℂ] mix U φ j) (G (x ⊗ₜ[ℂ] mix U φ j)) =
        ∑ j, inner ℂ (x ⊗ₜ[ℂ] φ j) (G (x ⊗ₜ[ℂ] φ j)) := fun x =>
    sum_form_mix (LinearMap.mk₂'ₛₗ (starRingEnd ℂ) (RingHom.id ℂ)
      (fun u v => inner ℂ (x ⊗ₜ[ℂ] u) (G (x ⊗ₜ[ℂ] v)))
      (by intros; simp only [TensorProduct.tmul_add, inner_add_left])
      (by intros; simp only [TensorProduct.tmul_smul, smul_eq_mul]
          exact inner_smul_left _ _ _)
      (by intros; simp only [TensorProduct.tmul_add, map_add, inner_add_right])
      (by intros; simp only [TensorProduct.tmul_smul, map_smul, smul_eq_mul, RingHom.id_apply]
          exact inner_smul_right _ _ _)) hU φ
  -- the same for the first particle
  have left : ∀ y : V,
      ∑ i, inner ℂ (mix U φ i ⊗ₜ[ℂ] y) (G (mix U φ i ⊗ₜ[ℂ] y)) =
        ∑ i, inner ℂ (φ i ⊗ₜ[ℂ] y) (G (φ i ⊗ₜ[ℂ] y)) := fun y =>
    sum_form_mix (LinearMap.mk₂'ₛₗ (starRingEnd ℂ) (RingHom.id ℂ)
      (fun u v => inner ℂ (u ⊗ₜ[ℂ] y) (G (v ⊗ₜ[ℂ] y)))
      (by intros; simp only [TensorProduct.add_tmul, inner_add_left])
      (by intros; simp only [← TensorProduct.smul_tmul', smul_eq_mul]
          exact inner_smul_left _ _ _)
      (by intros; simp only [TensorProduct.add_tmul, map_add, inner_add_right])
      (by intros; simp only [← TensorProduct.smul_tmul', map_smul, smul_eq_mul, RingHom.id_apply]
          exact inner_smul_right _ _ _)) hU φ
  calc ∑ i, ∑ j, inner ℂ (mix U φ i ⊗ₜ[ℂ] mix U φ j) (G (mix U φ i ⊗ₜ[ℂ] mix U φ j))
      = ∑ i, ∑ j, inner ℂ (mix U φ i ⊗ₜ[ℂ] φ j) (G (mix U φ i ⊗ₜ[ℂ] φ j)) :=
        Finset.sum_congr rfl fun i _ => right (mix U φ i)
    _ = ∑ j, ∑ i, inner ℂ (mix U φ i ⊗ₜ[ℂ] φ j) (G (mix U φ i ⊗ₜ[ℂ] φ j)) :=
        Finset.sum_comm
    _ = ∑ j, ∑ i, inner ℂ (φ i ⊗ₜ[ℂ] φ j) (G (φ i ⊗ₜ[ℂ] φ j)) :=
        Finset.sum_congr rfl fun j _ => left (φ j)
    _ = ∑ i, ∑ j, inner ℂ (φ i ⊗ₜ[ℂ] φ j) (G (φ i ⊗ₜ[ℂ] φ j)) := Finset.sum_comm

end

end SumPairMix
```

Compiling this gives:

```
Main.lean:64:16: error: typeclass instance problem is stuck
  InnerProductSpace ?m.232 ?m.233

Note: Lean will not try to resolve this typeclass instance problem because the first, second, third, and fourth type arguments to `InnerProductSpace` are metavariables. These arguments must be fully determined before Lean will try to resolve the typeclass.

Hint: Adding type annotations and supplying implicit arguments to functions can give Lean more information for typeclass resolution. For example, if you have a variable `x` that you intend to be a `Nat`, but Lean reports it as having an unresolved type like `?m`, replacing `x` with `(x : Nat)` can get typeclass resolution un-stuck.
Main.lean:67:10: error: Type mismatch
  inner_smul_right ?m.250 ?m.251 ?m.252
has type
  inner ?m.245 ?m.250
      (@HSMul.hSMul ?m.245 ?m.246 ?m.246 (@instHSMul ?m.245 ?m.246 DistribMulAction.toDistribSMul.toSMul) ?m.252
        ?m.251) =
    ?m.252 * inner ?m.245 ?m.250 ?m.251
but is expected to have type
  inner ℂ (x ⊗ₜ[ℂ] m✝)
      (@HSMul.hSMul ℂ (V ⊗[ℂ] V) (V ⊗[ℂ] V) (@instHSMul ℂ (V ⊗[ℂ] V) TensorProduct.instSMul) c✝ (G (x ⊗ₜ[ℂ] n✝))) =
    c✝ * inner ℂ (x ⊗ₜ[ℂ] m✝) (G (x ⊗ₜ[ℂ] n✝))
Main.lean:76:10: error: Type mismatch
  inner_smul_left ?m.379 ?m.380 ?m.381
has type
  inner ?m.374
      (@HSMul.hSMul ?m.374 ?m.375 ?m.375 (@instHSMul ?m.374 ?m.375 DistribMulAction.toDistribSMul.toSMul) ?m.381 ?m.379)
      ?m.380 =
    (starRingEnd ?m.374) ?m.381 * inner ?m.374 ?m.379 ?m.380
but is expected to have type
  inner ℂ (@HSMul.hSMul ℂ (V ⊗[ℂ] V) (V ⊗[ℂ] V) (@instHSMul ℂ (V ⊗[ℂ] V) TensorProduct.leftHasSMul) c✝ (m✝ ⊗ₜ[ℂ] y))
      (G (n✝ ⊗ₜ[ℂ] y)) =
    (starRingEnd ℂ) c✝ * inner ℂ (m✝ ⊗ₜ[ℂ] y) (G (n✝ ⊗ₜ[ℂ] y))
Main.lean:79:10: error: Type mismatch
  inner_smul_right ?m.392 ?m.393 ?m.394
has type
  inner ?m.387 ?m.392
      (@HSMul.hSMul ?m.387 ?m.388 ?m.388 (@instHSMul ?m.387 ?m.388 DistribMulAction.toDistribSMul.toSMul) ?m.394
        ?m.393) =
    ?m.394 * inner ?m.387 ?m.392 ?m.393
but is expected to have type
  inner ℂ (m✝ ⊗ₜ[ℂ] y)
      (@HSMul.hSMul ℂ (V ⊗[ℂ] V) (V ⊗[ℂ] V) (@instHSMul ℂ (V ⊗[ℂ] V) TensorProduct.instSMul) c✝ (G (n✝ ⊗ₜ[ℂ] y))) =
    c✝ * inner ℂ (m✝ ⊗ₜ[ℂ] y) (G (n✝ ⊗ₜ[ℂ] y))
```

The change, after which it compiles:

```diff
@@ -62,8 +62,8 @@
       (by intros; simp only [TensorProduct.tmul_add, inner_add_left])
       (by intros; simp only [TensorProduct.tmul_smul, smul_eq_mul]
-          exact inner_smul_left _ _ _)
+          exact inner_smul_left (𝕜 := ℂ) (E := V ⊗[ℂ] V) _ _ _)
       (by intros; simp only [TensorProduct.tmul_add, map_add, inner_add_right])
       (by intros; simp only [TensorProduct.tmul_smul, map_smul, smul_eq_mul, RingHom.id_apply]
-          exact inner_smul_right _ _ _)) hU φ
+          exact inner_smul_right (𝕜 := ℂ) (E := V ⊗[ℂ] V) _ _ _)) hU φ
   -- the same for the first particle
   have left : ∀ y : V,
@@ -74,8 +74,8 @@
       (by intros; simp only [TensorProduct.add_tmul, inner_add_left])
       (by intros; simp only [← TensorProduct.smul_tmul', smul_eq_mul]
-          exact inner_smul_left _ _ _)
+          exact inner_smul_left (𝕜 := ℂ) (E := V ⊗[ℂ] V) _ _ _)
       (by intros; simp only [TensorProduct.add_tmul, map_add, inner_add_right])
       (by intros; simp only [← TensorProduct.smul_tmul', map_smul, smul_eq_mul, RingHom.id_apply]
-          exact inner_smul_right _ _ _)) hU φ
+          exact inner_smul_right (𝕜 := ℂ) (E := V ⊗[ℂ] V) _ _ _)) hU φ
   calc ∑ i, ∑ j, inner ℂ (mix U φ i ⊗ₜ[ℂ] mix U φ j) (G (mix U φ i ⊗ₜ[ℂ] mix U φ j))
       = ∑ i, ∑ j, inner ℂ (mix U φ i ⊗ₜ[ℂ] φ j) (G (mix U φ i ⊗ₜ[ℂ] φ j)) :=
```

Diagnosis. All four errors are in the proofs that these forms respect scalar multiplication, where a scalar has to be taken out of an inner product on V ⊗ V. The lemmas for this, `inner_smul_left` and `inner_smul_right`, were called without saying which scalar field and which space were meant.

The first message says that Lean could not look for the `InnerProductSpace` instance, because the field and the space were still unknown. The other three are type mismatches. The equation expected there has the same form as the lemma's, but its scalar multiplication is the tensor product's own (`TensorProduct.instSMul` or `TensorProduct.leftHasSMul`), while the lemma's comes from a general `DistribMulAction` on a space not yet determined. Lean did not manage to match the two.

The repair adds `(𝕜 := ℂ) (E := V ⊗[ℂ] V)` to each of the four calls. With the field and the space given, Lean can find the instance, and the lemma's scalar multiplication becomes a definite one on V ⊗ V, which Lean can identify with the tensor product's own.
